# A non-identity Lorentz transformation in SL(2,ℂ) fixes one or two null directions

Suppose a calculation simplifies a Lorentz transformation by taking two null directions that it preserves as axes. For a boost this works. For a null rotation it breaks down, because there is no second direction to take. The trace of the corresponding $2\times2$ matrix tells the two cases apart beforehand.

Write a four-vector as $X=x^0I+\mathbf x\cdot\boldsymbol\sigma$, with $\boldsymbol\sigma$ the Pauli matrices, so that $\det X=(x^0)^2-|\mathbf x|^2$. A future null vector is then a nonzero positive semidefinite matrix $K$ with $\det K=0$, and its ray is the set of its positive multiples. A complex matrix $A$ with $\det A=1$ acts by $X\mapsto AXA^\dagger$, a proper orthochronous Lorentz transformation. A null ray is fixed if $AKA^\dagger=cK$ for some $c>0$.

**Claim.** If $\det A=1$ and $A\neq\pm I$, then $A$ fixes exactly one null ray when $(\operatorname{tr}A)^2=4$ and exactly two otherwise.

The matrices $\pm I$ are excluded because they fix every ray. For a massless particle in relativistic quantum mechanics, the claim counts the momentum directions left unchanged by a single homogeneous Lorentz transformation; it involves no translations or dynamics.

## From null rays to a quadratic equation

**Null vectors are squares of spinors.** Let $v=(v_0,v_1)$ be a nonzero spinor. Then $vv^\dagger$ is nonzero, $x^\dagger vv^\dagger x=|v^\dagger x|^2\ge0$ for every $x$, and $\det vv^\dagger=|v_0|^2|v_1|^2-v_0\bar v_1v_1\bar v_0=0$.

Conversely, let $K$ be future null, with $a=K_{00}\ge0$, $d=K_{11}\ge0$, $b=K_{10}$ and $K_{01}=\bar b$. The determinant gives $ad=|b|^2$. If $a>0$, put $v=(a,b)$; then
$$vv^\dagger=\begin{pmatrix}a^2&a\bar b\\ab&|b|^2\end{pmatrix}=aK .$$
If $a=0$, then $b=0$ and $d>0$, so $K=d\,vv^\dagger$ with $v=(0,1)$.

**Comparing rays.** Define $[v,w]=v_0w_1-v_1w_0$. If $vv^\dagger=c\,ww^\dagger$, expand
$$|[v,w]|^2=|v_0|^2|w_1|^2-v_0\bar v_1w_1\bar w_0-v_1\bar v_0w_0\bar w_1+|v_1|^2|w_0|^2 .$$
Replacing each $v_i\bar v_j$ by $c\,w_i\bar w_j$ makes every term $\pm c|w_0|^2|w_1|^2$, and the sum is zero. Conversely, if $[v,w]=0$ for nonzero spinors, then $v=\mu w$ with $\mu\ne0$, so $vv^\dagger=|\mu|^2ww^\dagger$. Two nonzero spinors therefore give the same ray exactly when $[v,w]=0$.

**The fixed-ray equation.** Since $Avv^\dagger A^\dagger=(Av)(Av)^\dagger$ and $Av\neq0$, the ray of $vv^\dagger$ is fixed exactly when
$$0=[Av,v]=p\,v_0^2+q\,v_0v_1+r\,v_1^2,$$
where $p=-A_{10}$, $q=A_{00}-A_{11}$ and $r=A_{01}$. If all three coefficients vanished, $A$ would be $A_{00}I$ with $A_{00}^2=1$, which is excluded.

**Factorisation.** For $p\ne0$, choose $s$ with $s^2=q^2-4pr$ and set
$$m=\frac{q+s}{2p},\qquad u=\Bigl(\frac{q-s}2,-p\Bigr),\qquad w=(m,-1).$$
Then $[u,v][w,v]=\bigl(pv_0+\tfrac{q-s}2v_1\bigr)(v_0+mv_1)$, which expands to the quadratic form, and $[u,w]=s$. For $p=0$, take $u=(1,0)$ and $w=(r,-q)$; the product is $v_1(qv_0+rv_1)$ and $[u,w]=-q$. In both cases
$$[u,w]^2=q^2-4pr=(A_{00}+A_{11})^2-4\det A=(\operatorname{tr}A)^2-4 .$$

**Counting.** The product vanishes exactly when $[u,v]=0$ or $[w,v]=0$, so the fixed rays are those of $uu^\dagger$ and $ww^\dagger$. They coincide exactly when $[u,w]=0$, that is, when $(\operatorname{tr}A)^2=4$.

## Rays and spinors in Lean

```lean
import Mathlib

open Matrix ComplexConjugate
open scoped ComplexOrder

namespace FixedNullDirections

noncomputable section
```

The predicate `IsNull` expresses the future null condition directly on matrices. The dictionary with four-vectors is a convention of the prose and is not formalised.

```lean
/-- A future null vector in matrix form: nonzero, positive semidefinite and singular. -/
def IsNull (K : Matrix (Fin 2) (Fin 2) ℂ) : Prop :=
  K ≠ 0 ∧ K.PosSemidef ∧ K.det = 0
```

A ray is a set of matrices, and `fixedRays A` is a set of such sets. The factor `c` need not be 1, since a boost may rescale a null vector while preserving its direction.

```lean
/-- The ray of `K`: all its positive real multiples. -/
def ray (K : Matrix (Fin 2) (Fin 2) ℂ) : Set (Matrix (Fin 2) (Fin 2) ℂ) :=
  {X | ∃ t : ℝ, 0 < t ∧ X = (t : ℂ) • K}

/-- The null rays that the map `X ↦ A X A†` sends to themselves. -/
def fixedRays (A : Matrix (Fin 2) (Fin 2) ℂ) : Set (Set (Matrix (Fin 2) (Fin 2) ℂ)) :=
  {R | ∃ K, IsNull K ∧ (∃ c : ℝ, 0 < c ∧ A * K * Aᴴ = (c : ℂ) • K) ∧ R = ray K}
```

The next two definitions are $vv^\dagger$ and $[v,w]$.

```lean
/-- The matrix `v v†` built from a spinor `v`. -/
def flagpole (v : Fin 2 → ℂ) : Matrix (Fin 2) (Fin 2) ℂ :=
  Matrix.of fun i j => v i * conj (v j)

/-- The antisymmetric product of two spinors. -/
def wedge (v w : Fin 2 → ℂ) : ℂ := v 0 * w 1 - v 1 * w 0
```

Rescaling the representative leaves the ray unchanged; the proof multiplies or divides the scale factor by `t`.

```lean
/-- Rescaling a matrix by a positive number does not change its ray. -/
theorem ray_smul {t : ℝ} (ht : 0 < t) (K : Matrix (Fin 2) (Fin 2) ℂ) :
    ray ((t : ℂ) • K) = ray K := by
  ext X
  constructor
  · rintro ⟨s, hs, rfl⟩
    exact ⟨s * t, mul_pos hs ht, by rw [smul_smul, Complex.ofReal_mul]⟩
  · rintro ⟨s, hs, rfl⟩
    exact ⟨s / t, div_pos hs ht, by
      rw [smul_smul, ← Complex.ofReal_mul, div_mul_cancel₀ _ ht.ne']⟩
```

The three parts of `IsNull` follow in order, with positivity coming from the squared overlap.

```lean
/-- For a nonzero spinor `v`, the matrix `v v†` is a future null vector. -/
theorem isNull_flagpole {v : Fin 2 → ℂ} (hv : v ≠ 0) : IsNull (flagpole v) := by
  refine ⟨fun h => hv ?_, ?_, ?_⟩
  · funext i
    have hi : v i * conj (v i) = 0 := congrFun (congrFun h i) i
    simpa using hi
  · refine Matrix.PosSemidef.of_dotProduct_mulVec_nonneg ?_ fun x => ?_
    · ext i j
      simp [flagpole, mul_comm]
    · -- the quadratic form is the squared modulus of an overlap
      have h : star x ⬝ᵥ flagpole v *ᵥ x =
          star (conj (v 0) * x 0 + conj (v 1) * x 1) *
            (conj (v 0) * x 0 + conj (v 1) * x 1) := by
        simp [flagpole, dotProduct, Matrix.mulVec, Fin.sum_univ_two]
        ring
      rw [h]
      exact star_mul_self_nonneg _
  · rw [Matrix.det_fin_two]
    change v 0 * conj (v 0) * (v 1 * conj (v 1)) - v 0 * conj (v 1) * (v 1 * conj (v 0)) = 0
    ring
```

For the converse, testing $K$ on the two basis vectors shows that its diagonal entries are real and nonnegative. The split on `a = 0` is the one made by hand, and `hF` is the identity $aK=vv^\dagger$.

```lean
/-- Every future null vector is a positive multiple of `v v†` for some nonzero spinor `v`. -/
theorem exists_flagpole {K : Matrix (Fin 2) (Fin 2) ℂ} (hK : IsNull K) :
    ∃ v : Fin 2 → ℂ, v ≠ 0 ∧ ∃ t : ℝ, 0 < t ∧ K = (t : ℂ) • flagpole v := by
  obtain ⟨hK0, hP, hdet⟩ := hK
  have real_of : ∀ z : ℂ, 0 ≤ z → ∃ a : ℝ, 0 ≤ a ∧ z = a := fun z hz =>
    ⟨z.re, (Complex.nonneg_iff.1 hz).1,
      Complex.ext (by simp) (by simpa using (Complex.nonneg_iff.1 hz).2.symm)⟩
  obtain ⟨a, ha0, ha⟩ := real_of (K 0 0) (by
    simpa [dotProduct, Matrix.mulVec, Fin.sum_univ_two] using
      hP.dotProduct_mulVec_nonneg ![1, 0])
  obtain ⟨d, hd0, hd⟩ := real_of (K 1 1) (by
    simpa [dotProduct, Matrix.mulVec, Fin.sum_univ_two] using
      hP.dotProduct_mulVec_nonneg ![0, 1])
  have hb : conj (K 1 0) = K 0 1 := hP.isHermitian.apply 0 1
  rw [Matrix.det_fin_two, ha] at hdet
  by_cases h : a = 0
  · -- only the lower diagonal entry survives
    have h10 : K 1 0 = 0 := by
      rw [h, ← hb] at hdet
      simpa using hdet
    have h01 : K 0 1 = 0 := by rw [← hb, h10, map_zero]
    have hd' : d ≠ 0 := by
      intro h'
      apply hK0
      ext i j
      fin_cases i <;> fin_cases j <;> simp [ha, hd, h, h', h10, h01]
    refine ⟨![0, 1], fun h' => by simpa using congrFun h' 1, d,
      lt_of_le_of_ne hd0 (Ne.symm hd'), ?_⟩
    ext i j
    fin_cases i <;> fin_cases j <;> simp [flagpole, ha, hd, h, h10, h01]
  · -- the first column of `K` is the required spinor
    have hF : (a : ℂ) • K = flagpole ![(a : ℂ), K 1 0] := by
      ext i j
      fin_cases i <;> fin_cases j
      · change (a : ℂ) * K 0 0 = (a : ℂ) * conj (a : ℂ)
        rw [ha, Complex.conj_ofReal]
      · change (a : ℂ) * K 0 1 = (a : ℂ) * conj (K 1 0)
        rw [hb]
      · change (a : ℂ) * K 1 0 = K 1 0 * conj (a : ℂ)
        rw [Complex.conj_ofReal, mul_comm]
      · change (a : ℂ) * K 1 1 = K 1 0 * conj (K 1 0)
        rw [hb]
        linear_combination hdet
    refine ⟨![(a : ℂ), K 1 0], fun h' => h (by simpa using congrFun h' 0), a⁻¹,
      inv_pos.2 (lt_of_le_of_ne ha0 (Ne.symm h)), ?_⟩
    rw [← hF, smul_smul, Complex.ofReal_inv, inv_mul_cancel₀ (Complex.ofReal_ne_zero.2 h),
      one_smul]
```

In the comparison of spinors, `linear_combination` carries out the substitution into $|[v,w]|^2$, using the four entries of the matrix equation. The reverse direction finds $\mu$ by dividing by whichever component of `w` is nonzero.

```lean
/-- For nonzero spinors, `v v†` is a positive multiple of `w w†` exactly when the
antisymmetric product of `v` and `w` vanishes. -/
theorem flagpole_proportional_iff {v w : Fin 2 → ℂ} (hv : v ≠ 0) (hw : w ≠ 0) :
    (∃ c : ℝ, 0 < c ∧ flagpole v = (c : ℂ) • flagpole w) ↔ wedge v w = 0 := by
  constructor
  · rintro ⟨c, -, h⟩
    have e : ∀ i j, v i * conj (v j) = (c : ℂ) * (w i * conj (w j)) :=
      fun i j => congrFun (congrFun h i) j
    -- the squared modulus of the product vanishes
    have hz : wedge v w * conj (wedge v w) = 0 := by
      simp only [wedge, map_sub, map_mul]
      linear_combination (w 1 * conj (w 1)) * e 0 0 - (w 1 * conj (w 0)) * e 0 1
        - (w 0 * conj (w 1)) * e 1 0 + (w 0 * conj (w 0)) * e 1 1
    simpa using hz
  · intro h
    have h' : v 0 * w 1 - v 1 * w 0 = 0 := h
    obtain ⟨μ, hμ⟩ : ∃ μ : ℂ, v = μ • w := by
      by_cases h0 : w 0 = 0
      · have h1 : w 1 ≠ 0 := fun h1 => hw (by funext i; fin_cases i <;> simp [h0, h1])
        refine ⟨v 1 / w 1, ?_⟩
        funext i
        fin_cases i
        · change v 0 = v 1 / w 1 * w 0
          rw [div_mul_eq_mul_div, eq_div_iff h1]
          linear_combination h'
        · change v 1 = v 1 / w 1 * w 1
          rw [div_mul_cancel₀ _ h1]
      · refine ⟨v 0 / w 0, ?_⟩
        funext i
        fin_cases i
        · change v 0 = v 0 / w 0 * w 0
          rw [div_mul_cancel₀ _ h0]
        · change v 1 = v 0 / w 0 * w 1
          rw [div_mul_eq_mul_div, eq_div_iff h0]
          linear_combination -h'
    have hμ0 : μ ≠ 0 := fun h0 => hv (by rw [hμ, h0, zero_smul])
    refine ⟨Complex.normSq μ, Complex.normSq_pos.2 hμ0, ?_⟩
    ext i j
    change v i * conj (v j) = (Complex.normSq μ : ℂ) * (w i * conj (w j))
    rw [hμ, ← Complex.mul_conj]
    simp only [Pi.smul_apply, smul_eq_mul, map_mul]
    ring

/-- Two nonzero spinors give the same null ray exactly when their antisymmetric product
vanishes. -/
theorem ray_flagpole_eq_iff {v w : Fin 2 → ℂ} (hv : v ≠ 0) (hw : w ≠ 0) :
    ray (flagpole v) = ray (flagpole w) ↔ wedge v w = 0 := by
  rw [← flagpole_proportional_iff hv hw]
  constructor
  · intro h
    have hm : flagpole v ∈ ray (flagpole w) := by
      rw [← h]
      exact ⟨1, one_pos, by simp⟩
    exact hm
  · rintro ⟨c, hc, h⟩
    rw [h, ray_smul hc]
```

## The fixed rays as roots

Here `key` is $Avv^\dagger A^\dagger=(Av)(Av)^\dagger$, and `hne` uses the determinant to show that $Av\ne0$. The forward direction writes $K$ as $t\,vv^\dagger$ and cancels $t$.

```lean
/-- If `A` has determinant one, its fixed null rays are the rays of `v v†` for the nonzero spinors
`v` whose antisymmetric product with `A v` vanishes. -/
theorem mem_fixedRays_iff {A : Matrix (Fin 2) (Fin 2) ℂ} (hA : A.det = 1)
    (R : Set (Matrix (Fin 2) (Fin 2) ℂ)) :
    R ∈ fixedRays A ↔ ∃ v, v ≠ 0 ∧ wedge (A *ᵥ v) v = 0 ∧ R = ray (flagpole v) := by
  have key : ∀ v, A * flagpole v * Aᴴ = flagpole (A *ᵥ v) := by
    intro v
    ext i j
    simp [flagpole, Matrix.mul_apply, Matrix.mulVec, dotProduct, Fin.sum_univ_two]
    ring
  have hne : ∀ v, v ≠ 0 → A *ᵥ v ≠ 0 := fun v hv h =>
    hv (Matrix.eq_zero_of_mulVec_eq_zero (by rw [hA]; exact one_ne_zero) h)
  constructor
  · rintro ⟨K, hK, ⟨c, hc, h⟩, rfl⟩
    obtain ⟨v, hv, t, ht, rfl⟩ := exists_flagpole hK
    refine ⟨v, hv, (flagpole_proportional_iff (hne v hv) hv).1 ⟨c, hc, ?_⟩, ray_smul ht _⟩
    rw [Matrix.mul_smul, Matrix.smul_mul, key, smul_comm (c : ℂ) (t : ℂ)] at h
    exact smul_right_injective _ (Complex.ofReal_ne_zero.2 ht.ne') h
  · rintro ⟨v, hv, h, rfl⟩
    obtain ⟨c, hc, h'⟩ := (flagpole_proportional_iff (hne v hv) hv).2 h
    exact ⟨flagpole v, isNull_flagpole hv, ⟨c, hc, by rw [key, h']⟩, rfl⟩
```

The factorisation turns on `IsAlgClosed.exists_pow_nat_eq`. In an algebraically closed field it supplies, for any element and any positive `n`, an `n`-th root. With `n := 2` it yields `s` together with the equation `hs`, and no branch of the complex square root has to be chosen. Replacing $s$ by $-s$ would only exchange the two roots.

```lean
/-- A nonzero quadratic form on spinors splits into two linear factors, and the squared
antisymmetric product of the two factor spinors is its discriminant. -/
theorem quadratic_splits (p q r : ℂ) (h : ¬(p = 0 ∧ q = 0 ∧ r = 0)) :
    ∃ u w : Fin 2 → ℂ, u ≠ 0 ∧ w ≠ 0 ∧
      (∀ v : Fin 2 → ℂ, p * v 0 ^ 2 + q * v 0 * v 1 + r * v 1 ^ 2 = wedge u v * wedge w v) ∧
      wedge u w ^ 2 = q ^ 2 - 4 * p * r := by
  by_cases hp : p = 0
  · refine ⟨![1, 0], ![r, -q], fun h' => by simpa using congrFun h' 0, fun h' => h
      ⟨hp, by simpa using congrFun h' 1, by simpa using congrFun h' 0⟩, fun v => ?_, ?_⟩
    · change _ = (1 * v 1 - 0 * v 0) * (r * v 1 - -q * v 0)
      rw [hp]
      ring
    · change (1 * -q - 0 * r) ^ 2 = _
      rw [hp]
      ring
  · obtain ⟨s, hs⟩ := IsAlgClosed.exists_pow_nat_eq (q ^ 2 - 4 * p * r) (n := 2) (by norm_num)
    obtain ⟨m, hm⟩ : ∃ m : ℂ, p * m = (q + s) / 2 :=
      ⟨(q + s) / 2 / p, mul_div_cancel₀ _ hp⟩
    have hm' : (q - s) / 2 * m = r := by
      apply mul_left_cancel₀ hp
      linear_combination (q - s) / 2 * hm - hs / 4
    refine ⟨![(q - s) / 2, -p], ![m, -1], fun h' => hp (by simpa using congrFun h' 1),
      fun h' => by simpa using congrFun h' 1, fun v => ?_, ?_⟩
    · change _ = ((q - s) / 2 * v 1 - -p * v 0) * (m * v 1 - -1 * v 0)
      linear_combination -(v 0 * v 1) * hm - v 1 ^ 2 * hm'
    · change ((q - s) / 2 * -1 - -p * m) ^ 2 = _
      have e : (q - s) / 2 * -1 - -p * m = s := by linear_combination hm
      rw [e, hs]
```

In the main theorem, `hnz` excludes the zero form, `hq` identifies $[Av,v]$ with the product of factors, and `hpair` lists the fixed rays. The identity `htr` then decides whether the two listed rays are equal. The cardinality `ncard` assigns 0 to infinite sets, so the values 1 and 2 are genuine finite counts.

```lean
/-- A matrix `A` of determinant one, other than `1` and `-1`, fixes exactly one null ray if
`(tr A)² = 4` and exactly two otherwise. -/
theorem ncard_fixedRays {A : Matrix (Fin 2) (Fin 2) ℂ} (hA : A.det = 1)
    (h1 : A ≠ 1) (h2 : A ≠ -1) :
    (A.trace ^ 2 = 4 → (fixedRays A).ncard = 1) ∧
      (A.trace ^ 2 ≠ 4 → (fixedRays A).ncard = 2) := by
  have hdet := hA
  rw [Matrix.det_fin_two] at hdet
  -- the fixed-ray condition is a nonzero quadratic form
  have hnz : ¬(-A 1 0 = 0 ∧ A 0 0 - A 1 1 = 0 ∧ A 0 1 = 0) := by
    rintro ⟨h10, hd, h01⟩
    have h10' : A 1 0 = 0 := neg_eq_zero.1 h10
    have h11 : A 1 1 = A 0 0 := (sub_eq_zero.1 hd).symm
    have hsq : A 0 0 * A 0 0 = 1 := by
      rw [h11, h01] at hdet
      linear_combination hdet
    rcases mul_self_eq_one_iff.1 hsq with h | h
    · apply h1
      ext i j
      fin_cases i <;> fin_cases j <;> simp [h10', h01, h11, h]
    · apply h2
      ext i j
      fin_cases i <;> fin_cases j <;> simp [h10', h01, h11, h]
  obtain ⟨u, w, hu, hw, hf, hdisc⟩ := quadratic_splits _ _ _ hnz
  have hq : ∀ v, wedge (A *ᵥ v) v = wedge u v * wedge w v := by
    intro v
    rw [← hf v]
    simp only [wedge, Matrix.mulVec, dotProduct, Fin.sum_univ_two]
    ring
  have hself : ∀ v, wedge v v = 0 := fun v => by
    unfold wedge
    ring
  -- the two factors give all fixed rays
  have hpair : fixedRays A = {ray (flagpole u), ray (flagpole w)} := by
    ext R
    rw [mem_fixedRays_iff hA, Set.mem_insert_iff, Set.mem_singleton_iff]
    constructor
    · rintro ⟨v, hv, h, rfl⟩
      rw [hq] at h
      rcases mul_eq_zero.1 h with h | h
      · exact Or.inl ((ray_flagpole_eq_iff hu hv).2 h).symm
      · exact Or.inr ((ray_flagpole_eq_iff hw hv).2 h).symm
    · rintro (rfl | rfl)
      · exact ⟨u, hu, by rw [hq, hself, zero_mul], rfl⟩
      · exact ⟨w, hw, by rw [hq, hself, mul_zero], rfl⟩
  have htr : wedge u w ^ 2 = A.trace ^ 2 - 4 := by
    rw [hdisc, Matrix.trace_fin_two]
    linear_combination -4 * hdet
  constructor
  · intro h
    have hz : wedge u w = 0 := by
      rw [h, sub_self] at htr
      exact pow_eq_zero_iff (two_ne_zero) |>.1 htr
    rw [hpair, (ray_flagpole_eq_iff hu hw).2 hz, Set.pair_eq_singleton, Set.ncard_singleton]
  · intro h
    rw [hpair]
    apply Set.ncard_pair
    intro he
    rw [(ray_flagpole_eq_iff hu hw).1 he] at htr
    exact h (by linear_combination -htr)
```

## Null rotations, boosts and axial rotations

For a null rotation the quadratic form is $z v_1^2$, with the double root $v=(1,0)$. The proof checks that the trace squared is 4 and that the matrix is not $\pm I$.

```lean
/-- A null rotation, with ones on the diagonal and `z ≠ 0` above it, fixes exactly one
null ray. -/
theorem ncard_fixedRays_nullRotation {z : ℂ} (hz : z ≠ 0) :
    (fixedRays !![1, z; 0, 1]).ncard = 1 := by
  refine (ncard_fixedRays (by simp [Matrix.det_fin_two]) (fun h => hz ?_)
    (fun h => hz ?_)).1 ?_
  · simpa using congrFun (congrFun h 0) 1
  · simpa using congrFun (congrFun h 0) 1
  · rw [Matrix.trace_fin_two]
    change ((1 : ℂ) + 1) ^ 2 = 4
    norm_num
```

Diagonal matrices with distinct entries cover boosts along the third axis, rotations about it, and their combinations. Their fixed rays point along the two directions of that axis. The trace condition follows from $(s-t)^2=(s+t)^2-4st$.

```lean
/-- A diagonal matrix of determinant one with distinct diagonal entries fixes exactly two
null rays. -/
theorem ncard_fixedRays_diagonal {s t : ℂ} (hst : s * t = 1) (hne : s ≠ t) :
    (fixedRays !![s, 0; 0, t]).ncard = 2 := by
  refine (ncard_fixedRays (by simp [Matrix.det_fin_two, hst]) (fun h => hne ?_)
    (fun h => hne ?_)).2 (fun h => hne ?_)
  · have hs : s = 1 := by simpa using congrFun (congrFun h 0) 0
    have ht : t = 1 := by simpa using congrFun (congrFun h 1) 1
    rw [hs, ht]
  · have hs : s = -1 := by simpa using congrFun (congrFun h 0) 0
    have ht : t = -1 := by simpa using congrFun (congrFun h 1) 1
    rw [hs, ht]
  · rw [Matrix.trace_fin_two] at h
    have h' : (s + t) ^ 2 = 4 := h
    have hsq : (s - t) ^ 2 = 0 := by linear_combination h' - 4 * hst
    exact sub_eq_zero.1 (pow_eq_zero_iff (two_ne_zero) |>.1 hsq)

end

end FixedNullDirections
```

```lean
#print axioms FixedNullDirections.ncard_fixedRays_nullRotation
-- 'FixedNullDirections.ncard_fixedRays_nullRotation' depends on axioms: [propext, Classical.choice, Quot.sound]
#print axioms FixedNullDirections.ncard_fixedRays_diagonal
-- 'FixedNullDirections.ncard_fixedRays_diagonal' depends on axioms: [propext, Classical.choice, Quot.sound]
```

## Real matrices and 2+1 dimensions

The same argument by hand, with $A$, $K$ and $v$ real, describes Lorentz transformations in two space dimensions. A real square root of the discriminant is now needed, so for $A\neq\pm I$ there are two fixed null rays when $(\operatorname{tr}A)^2>4$, one when it equals 4, and none when it is smaller. The last case includes the spatial rotations, which turn every null direction of the plane; this real variant is not part of the Lean development.
